# Averaging over boundary twists makes the lowest kinetic energy of free spinless fermions on a ring equal its Thomas-Fermi value

Take the lowest kinetic energy of free spinless fermions on a periodic ring as an estimate of the Thomas-Fermi value, and the estimate is off by an amount whose sign depends on whether the particle number is odd or even. On a ring of length L > 0, in units with ħ = m = 1, one free spinless fermion has energy 0, which is too low by π²/(6L²). Two have energy 2π²/L², which is too high by 2π²/(3L²). For N fermions the error is −π²N/(6L²) if N is odd and +π²N/(3L²) if N is even. It vanishes when the lowest energy is averaged uniformly over all boundary twists.

Averaging over twists is also used in simulations to reduce finite-size errors; the exact cancellation here is for non-interacting spinless fermions in one dimension, with N fixed at every twist.

## Momenta and energies on a twisted ring

```lean
import Mathlib

open Real

namespace FiniteCellKineticError

noncomputable section

/-- The plane wave of momentum `k` acquires the phase `exp (i θ)` once around a ring of
length `L`. -/
def Allowed (L θ k : ℝ) : Prop :=
  ∀ x : ℝ, Complex.exp (Complex.I * ((k * (x + L) : ℝ) : ℂ)) =
    Complex.exp (Complex.I * (θ : ℂ)) * Complex.exp (Complex.I * ((k * x : ℝ) : ℂ))
```

`Allowed L θ k` says that the plane wave exp(ikx) gains the phase exp(iθ) when x goes to x + L. The real number θ is the twist, and θ = 0 is the periodic boundary condition. Only the phase matters, so the wave needs no normalisation.

```lean
/-- The kinetic energies of `N` spinless fermions occupying distinct allowed momenta
(units with `ħ = m = 1`). -/
def kineticEnergies (L θ : ℝ) (N : ℕ) : Set ℝ :=
  {E | ∃ S : Finset ℝ, S.card = N ∧ (∀ k ∈ S, Allowed L θ k) ∧ E = ∑ k ∈ S, k ^ 2 / 2}
```

A configuration is a finite set `S` of N real momenta, all allowed. A set has no repeated elements, and this is how the Pauli principle enters. The energy is the sum of k²/2. The file thus starts from the energies of Slater determinants of plane waves; it does not construct the many-body Hamiltonian or its antisymmetric states.

```lean
/-- The infimum of the kinetic energies of `N` fermions at boundary twist `θ`. -/
def lowestEnergy (L θ : ℝ) (N : ℕ) : ℝ := sInf (kineticEnergies L θ N)
```

`sInf` is the infimum. That it is an attained minimum is proved below.

```lean
/-- The Thomas-Fermi kinetic energy of `N` spinless fermions spread evenly over a length
`L ≠ 0`. -/
def thomasFermi (L : ℝ) (N : ℕ) : ℝ := π ^ 2 * N ^ 3 / (6 * L ^ 2)
```

In one dimension the spinless Thomas-Fermi kinetic energy density is π²ρ³/6. With ρ = N/L, multiplying by L gives π²N³/(6L²).

```lean
/-- The twisted boundary condition quantises the momentum: `k L = 2 π n + θ` with `n` an
integer. -/
theorem allowed_iff (L θ k : ℝ) : Allowed L θ k ↔ ∃ n : ℤ, k * L = 2 * π * n + θ := by
  constructor
  · intro h
    have h0 := h 0
    rw [← Complex.exp_add, Complex.exp_eq_exp_iff_exists_int] at h0
    obtain ⟨n, hn⟩ := h0
    refine ⟨n, Complex.ofReal_injective ?_⟩
    apply mul_left_cancel₀ Complex.I_ne_zero
    push_cast at hn ⊢
    linear_combination hn
  · rintro ⟨n, hn⟩ x
    rw [← Complex.exp_add, Complex.exp_eq_exp_iff_exists_int]
    refine ⟨n, ?_⟩
    have h1 : (k : ℂ) * L = 2 * π * n + θ := by exact_mod_cast hn
    push_cast
    linear_combination Complex.I * h1
```

At x = 0 the boundary condition reads exp(ikL) = exp(iθ), so

kL = 2πn + θ, with n an integer.

Conversely, this equation gives exp(ikL) = exp(iθ), and multiplying by exp(ikx) restores the condition at every x. The two bullets of the proof are these two directions.

## Filling the lowest momenta

```lean
/-- If all momenta in `W` satisfy `k² ≤ c` and all momenta of `S` outside `W` satisfy `c ≤ k²`,
then `W` has no more kinetic energy than `S`, for equal particle numbers. -/
theorem fermi_sea_le (W S : Finset ℝ) (c : ℝ) (hcard : W.card = S.card)
    (hW : ∀ k ∈ W, k ^ 2 ≤ c) (hS : ∀ k ∈ S, k ∉ W → c ≤ k ^ 2) :
    ∑ k ∈ W, k ^ 2 / 2 ≤ ∑ k ∈ S, k ^ 2 / 2 := by
  -- compare both sets with their common part, measuring energies from the level c
  have h1 : ∑ k ∈ W ∩ S, (c - k ^ 2) ≤ ∑ k ∈ W, (c - k ^ 2) :=
    Finset.sum_le_sum_of_subset_of_nonneg Finset.inter_subset_left
      (fun k hk _ => sub_nonneg.mpr (hW k hk))
  have h2 : ∑ k ∈ W ∩ S, (k ^ 2 - c) ≤ ∑ k ∈ S, (k ^ 2 - c) :=
    Finset.sum_le_sum_of_subset_of_nonneg Finset.inter_subset_right
      (fun k hk hn => sub_nonneg.mpr
        (hS k hk (fun hw => hn (Finset.mem_inter.mpr ⟨hw, hk⟩))))
  simp only [Finset.sum_sub_distrib, Finset.sum_const, nsmul_eq_mul] at h1 h2
  rw [hcard] at h1
  rw [← Finset.sum_div, ← Finset.sum_div]
  linarith
```

Here `W` is the candidate Fermi sea, `S` is any competitor with as many particles, and c is a level for k². By hypothesis c − k² ≥ 0 on W, and k² − c ≥ 0 on the part of S outside W. Dropping these non-negative terms leaves sums over the common part W ∩ S:

∑_W (c − k²) ≥ ∑_{W∩S} (c − k²)
∑_S (k² − c) ≥ ∑_{W∩S} (k² − c)

These are `h1` and `h2`. When they are added, the right-hand sides cancel, and so do the c terms on the left, because the particle numbers agree. What remains is ∑_S k² ≥ ∑_W k².

```lean
/-- The sum of squares of `N` equally spaced values with spacing `2 π`, starting at `q`. -/
theorem sum_sq_ladder (q : ℝ) (N : ℕ) :
    ∑ j ∈ Finset.range N, (q + 2 * π * j) ^ 2 =
      N * q ^ 2 + 2 * π * q * N * (N - 1) + 2 * π ^ 2 * N * (N - 1) * (2 * N - 1) / 3 := by
  induction N with
  | zero => simp
  | succ n ih =>
    rw [Finset.sum_range_succ, ih]
    push_cast
    ring
```

By hand, expand the square and use ∑j = N(N − 1)/2 and ∑j² = N(N − 1)(2N − 1)/6, with j running from 0 to N − 1. Lean proves the same formula by induction on N.

```lean
/-- On a ring of length `L > 0`, if `N` consecutive allowed momenta at twist `θ` have mean `p / L`
with `|p| ≤ π`, then the least kinetic energy at that twist, among all `N`-fermion configurations,
is the Thomas-Fermi value plus `N (p² - π²/3) / (2 L²)`. -/
theorem isLeast_shell {L θ : ℝ} (hL : 0 < L) (N : ℕ) (a : ℤ) (p : ℝ)
    (hp : p = θ + π * (2 * a + N - 1)) (hpi : |p| ≤ π) :
    IsLeast (kineticEnergies L θ N)
      (thomasFermi L N + N / (2 * L ^ 2) * (p ^ 2 - π ^ 2 / 3)) := by
  obtain ⟨hp1, hp2⟩ := abs_le.mp hpi
  obtain ⟨g, hg⟩ : ∃ g : ℕ → ℝ, ∀ j, g j = (p + π * (2 * j + 1 - N)) / L :=
    ⟨_, fun _ => rfl⟩
  have hinj : Function.Injective g := by
    intro i j h
    rw [hg, hg, div_left_inj' hL.ne'] at h
    have h' := mul_left_cancel₀ pi_ne_zero (add_left_cancel h)
    have h'' : (i : ℝ) = j := by linarith
    exact_mod_cast h''
  have hcard : ((Finset.range N).image g).card = N := by
    rw [Finset.card_image_of_injective _ hinj, Finset.card_range]
  have hsum : ∑ k ∈ (Finset.range N).image g, k ^ 2 / 2 =
      thomasFermi L N + N / (2 * L ^ 2) * (p ^ 2 - π ^ 2 / 3) := by
    rw [Finset.sum_image (fun i _ j _ h => hinj h)]
    have h : ∀ j : ℕ, g j ^ 2 / 2 = (p - π * (N - 1) + 2 * π * j) ^ 2 / (2 * L ^ 2) := by
      intro j
      rw [hg]
      ring
    simp only [h]
    rw [← Finset.sum_div, sum_sq_ladder]
    unfold thomasFermi
    ring
  constructor
  · refine ⟨(Finset.range N).image g, hcard, ?_, hsum.symm⟩
    intro k hk
    obtain ⟨j, -, rfl⟩ := Finset.mem_image.mp hk
    refine (allowed_iff _ _ _).mpr ⟨a + j, ?_⟩
    rw [hg, div_mul_cancel₀ _ hL.ne', hp]
    push_cast
    ring
  · rintro E ⟨S, hS, hall, rfl⟩
    rw [← hsum]
    have hN : 0 ≤ π * (N : ℝ) := by positivity
    have hLi : 0 ≤ (L ^ 2)⁻¹ := by positivity
    -- the Fermi momentum π N / L separates occupied from empty momenta
    apply fermi_sea_le _ _ ((π * N) ^ 2 * (L ^ 2)⁻¹) (hcard.trans hS.symm)
    · intro k hk
      obtain ⟨j, hj, rfl⟩ := Finset.mem_image.mp hk
      have hj' : (j : ℝ) + 1 ≤ N := by exact_mod_cast Finset.mem_range.mp hj
      have h1 : 0 ≤ π * (j : ℝ) := by positivity
      have h2 := mul_nonneg pi_pos.le (sub_nonneg.mpr hj')
      rw [hg, div_pow, div_eq_mul_inv]
      exact mul_le_mul_of_nonneg_right
        (sq_le_sq' (by nlinarith) (by nlinarith)) hLi
    · intro k hk hkW
      obtain ⟨n, hn⟩ := (allowed_iff _ _ _).mp (hall k hk)
      have hk' : k = (2 * π * n + θ) / L := eq_div_of_mul_eq hL.ne' hn
      have key : (π * N) ^ 2 ≤ (2 * π * n + θ) ^ 2 := by
        rcases lt_or_ge n a with h | h
        · have h1 : (n : ℝ) + 1 ≤ a := by exact_mod_cast Int.add_one_le_iff.mpr h
          have h2 := mul_nonneg pi_pos.le (sub_nonneg.mpr h1)
          have h3 : π * N ≤ -(2 * π * n + θ) := by nlinarith
          have h4 := pow_le_pow_left₀ hN h3 2
          rwa [neg_sq] at h4
        · obtain ⟨j, hj⟩ : ∃ j : ℕ, n = a + j := ⟨(n - a).toNat, by omega⟩
          subst hj
          rcases lt_or_ge j N with hjN | hjN
          · exfalso
            apply hkW
            refine Finset.mem_image.mpr ⟨j, Finset.mem_range.mpr hjN, ?_⟩
            rw [hg, hk', hp]
            push_cast
            ring
          · have h1 : (N : ℝ) ≤ j := by exact_mod_cast hjN
            have h2 := mul_nonneg pi_pos.le (sub_nonneg.mpr h1)
            apply pow_le_pow_left₀ hN
            push_cast
            nlinarith
      rw [hk', div_pow, div_eq_mul_inv]
      exact mul_le_mul_of_nonneg_right key hLi
```

`IsLeast` means that the value belongs to the set and that no element lies below it. Occupy the integers n = a, …, a + N − 1. With p = θ + π(2a + N − 1), the momenta are

k_j = (p + π(2j + 1 − N))/L, j = 0, …, N − 1,

and for N ≥ 1 their mean is p/L. Since ∑(2j + 1 − N) = 0 and ∑(2j + 1 − N)² = N(N² − 1)/3, the energy is

E = [Np² + π²N(N² − 1)/3]/(2L²)
  = π²N³/(6L²) + N(p² − π²/3)/(2L²).

This is `hsum`, which Lean obtains from the previous lemma with q = p − π(N − 1).

Now let |p| ≤ π. Occupied momenta satisfy |k|L ≤ π + π(N − 1) = πN. An empty momentum above the shell has j ≥ N, so kL ≥ −π + π(N + 1) = πN. One below has j ≤ −1, so kL ≤ π − π(N + 1) = −πN. The Fermi momentum πN/L therefore separates occupied from empty momenta, and `fermi_sea_le` with c = (πN/L)² shows that no configuration has lower energy.

```lean
/-- For every real `θ` and natural number `N`, some integer `a` puts `θ + π (2 a + N - 1)` in the
interval `[-π, π]`. -/
theorem exists_shell (θ : ℝ) (N : ℕ) : ∃ a : ℤ, |θ + π * (2 * a + N - 1)| ≤ π := by
  obtain ⟨x, hx⟩ : ∃ x : ℝ, 2 * π * x = -(θ + π * (N - 1)) :=
    ⟨-(θ + π * (N - 1)) / (2 * π), by field_simp⟩
  have h := abs_le.mp (abs_sub_round x)
  have h1 := mul_nonneg pi_pos.le (sub_nonneg.mpr h.1)
  have h2 := mul_nonneg pi_pos.le (sub_nonneg.mpr h.2)
  refine ⟨round x, abs_le.mpr ⟨by nlinarith, by nlinarith⟩⟩
```

Raising a by 1 moves p by 2π, so some a brings p into [−π, π]. Lean finds it by rounding to the nearest integer.

## From one twist to all twists

```lean
/-- On a ring of length `L > 0` the lowest energy is unchanged when the twist grows by `2 π`. -/
theorem lowestEnergy_periodic {L : ℝ} (hL : 0 < L) (N : ℕ) :
    Function.Periodic (fun θ => lowestEnergy L θ N) (2 * π) := by
  intro θ
  obtain ⟨a, ha⟩ := exists_shell θ N
  have h1 := (isLeast_shell hL N a _ rfl ha).csInf_eq
  have h2 := (isLeast_shell (θ := θ + 2 * π) hL N (a - 1) (θ + π * (2 * a + N - 1))
    (by push_cast; ring) ha).csInf_eq
  exact h2.trans h1.symm
```

Replacing θ by θ + 2π and a by a − 1 leaves p unchanged, and with it the lowest energy. `csInf_eq` converts "least element" into "infimum".

```lean
/-- On a ring of length `L > 0`, the error at any twist (the lowest energy minus the Thomas-Fermi
energy) lies between `-π² N / (6 L²)` and `π² N / (3 L²)`. -/
theorem error_bounds {L : ℝ} (hL : 0 < L) (θ : ℝ) (N : ℕ) :
    -(π ^ 2 * N / (6 * L ^ 2)) ≤ lowestEnergy L θ N - thomasFermi L N ∧
      lowestEnergy L θ N - thomasFermi L N ≤ π ^ 2 * N / (3 * L ^ 2) := by
  obtain ⟨a, ha⟩ := exists_shell θ N
  obtain ⟨p, hp⟩ : ∃ p : ℝ, p = θ + π * (2 * a + N - 1) := ⟨_, rfl⟩
  rw [← hp] at ha
  have h : lowestEnergy L θ N = _ := (isLeast_shell hL N a p hp ha).csInf_eq
  have hc : 0 ≤ (N : ℝ) / (2 * L ^ 2) := by positivity
  have hsq : p ^ 2 ≤ π ^ 2 := sq_le_sq' (abs_le.mp ha).1 (abs_le.mp ha).2
  have h1 := mul_nonneg hc (sq_nonneg p)
  have h2 := mul_nonneg hc (sub_nonneg.mpr hsq)
  have e1 : lowestEnergy L θ N - thomasFermi L N - -(π ^ 2 * N / (6 * L ^ 2)) =
      N / (2 * L ^ 2) * p ^ 2 := by rw [h]; ring
  have e2 : π ^ 2 * N / (3 * L ^ 2) - (lowestEnergy L θ N - thomasFermi L N) =
      N / (2 * L ^ 2) * (π ^ 2 - p ^ 2) := by rw [h]; ring
  constructor <;> linarith
```

The error is N(p² − π²/3)/(2L²) with 0 ≤ p² ≤ π². Putting in p² = 0 and p² = π² gives the two bounds.

```lean
/-- On a ring of length `L > 0`, the lowest energy averaged uniformly over any full period of
twists is the Thomas-Fermi energy. -/
theorem twist_average {L : ℝ} (hL : 0 < L) (N : ℕ) (t : ℝ) :
    1 / (2 * π) * ∫ θ in t..t + 2 * π, lowestEnergy L θ N = thomasFermi L N := by
  -- shift the period so that one and the same shell stays occupied
  have hshift := (lowestEnergy_periodic hL N).intervalIntegral_add_eq t (-(π * N))
  have hcongr : ∫ θ in -(π * N)..-(π * N) + 2 * π, lowestEnergy L θ N =
      ∫ θ in -(π * N)..-(π * N) + 2 * π,
        (thomasFermi L N + N / (2 * L ^ 2) * ((θ + π * (N - 1)) ^ 2 - π ^ 2 / 3)) := by
    apply intervalIntegral.integral_congr
    intro θ hθ
    rw [Set.uIcc_of_le (by linarith [pi_pos])] at hθ
    exact (isLeast_shell hL N 0 (θ + π * (N - 1)) (by push_cast; ring)
      (abs_le.mpr ⟨by nlinarith [hθ.1], by nlinarith [hθ.2]⟩)).csInf_eq
  have hF : ∀ T c b θ : ℝ, HasDerivAt
      (fun x => T * x + c * ((x + b) * (x + b) * (x + b) / 3 - π ^ 2 / 3 * x))
      (T + c * ((θ + b) ^ 2 - π ^ 2 / 3)) θ := by
    intro T c b θ
    have h0 := (hasDerivAt_id' θ).add_const b
    have h1 := ((h0.fun_mul h0).fun_mul h0).div_const 3
    have h2 := (hasDerivAt_id' θ).const_mul (π ^ 2 / 3)
    have h3 := ((hasDerivAt_id' θ).const_mul T).fun_add ((h1.fun_sub h2).const_mul c)
    exact h3.congr_deriv (by ring)
  have hint : ∫ θ in -(π * N)..-(π * N) + 2 * π,
      (thomasFermi L N + N / (2 * L ^ 2) * ((θ + π * (N - 1)) ^ 2 - π ^ 2 / 3)) =
        2 * π * thomasFermi L N := by
    rw [intervalIntegral.integral_eq_sub_of_hasDerivAt (fun θ _ => hF _ _ _ θ)
      (Continuous.intervalIntegrable (by fun_prop) _ _)]
    ring
  rw [hshift, hcongr, hint]
  field_simp
```

The integral runs over any full period, starting at any t. Periodicity (`hshift`) moves it to start at −πN. There the single choice a = 0 works throughout (`hcongr`), because p = θ + π(N − 1) runs from −π to π. The average of p² is

(1/2π) ∫ p² dp = π²/3, for p from −π to π,

so the correction to Thomas-Fermi integrates to zero. `hF` supplies an antiderivative and `hint` evaluates it. The average is over the continuous twist; a finite grid of twists is a different sum.

```lean
/-- On a ring of length `L > 0` the lowest energy is attained at every twist. Its error is its
difference from the Thomas-Fermi energy. At zero twist the error is `-π² N / (6 L²)` for odd `N` and
`π² N / (3 L²)` for even `N`, and the twist-averaged error is zero. -/
theorem finite_cell_error {L : ℝ} (hL : 0 < L) (N : ℕ) :
    (∀ θ, IsLeast (kineticEnergies L θ N) (lowestEnergy L θ N)) ∧
    (Odd N → lowestEnergy L 0 N - thomasFermi L N = -(π ^ 2 * N / (6 * L ^ 2))) ∧
    (Even N → lowestEnergy L 0 N - thomasFermi L N = π ^ 2 * N / (3 * L ^ 2)) ∧
    ∀ t, (1 / (2 * π) * ∫ θ in t..t + 2 * π, lowestEnergy L θ N) - thomasFermi L N = 0 := by
  refine ⟨?_, ?_, ?_, fun t => sub_eq_zero.mpr (twist_average hL N t)⟩
  · intro θ
    obtain ⟨a, ha⟩ := exists_shell θ N
    have h := isLeast_shell hL N a _ rfl ha
    have he : lowestEnergy L θ N = _ := h.csInf_eq
    rw [he]
    exact h
  · -- odd N: the shell is centred at zero momentum
    rintro ⟨M, rfl⟩
    have h : lowestEnergy L 0 (2 * M + 1) = _ :=
      (isLeast_shell hL (2 * M + 1) (-(M : ℤ)) 0 (by push_cast; ring)
        (by rw [abs_zero]; exact pi_pos.le)).csInf_eq
    rw [h]
    ring
  · -- even N: the shell is off centre by half a momentum spacing
    rintro ⟨M, rfl⟩
    have h : lowestEnergy L 0 (M + M) = _ :=
      (isLeast_shell hL (M + M) (-(M : ℤ) + 1) π (by push_cast; ring)
        (abs_of_pos pi_pos).le).csInf_eq
    rw [h]
    ring

end

end FiniteCellKineticError
```

The final theorem has four parts, for every L > 0 and every natural number N:

- The lowest energy is attained at every twist.
- For odd N = 2M + 1 at zero twist, a = −M gives p = 0 and the error −π²N/(6L²).
- For even N = 2M at zero twist, a = −M + 1 gives p = π and the error +π²N/(3L²).
- The twist-averaged error is zero.

Periodic boundary conditions therefore sit at the lower end of `error_bounds` for odd N and at the upper end for even N. For N = 0 all energies and errors are zero.

```lean
#print axioms FiniteCellKineticError.error_bounds
-- 'FiniteCellKineticError.error_bounds' depends on axioms: [propext, Classical.choice, Quot.sound]
#print axioms FiniteCellKineticError.twist_average
-- 'FiniteCellKineticError.twist_average' depends on axioms: [propext, Classical.choice, Quot.sound]
#print axioms FiniteCellKineticError.finite_cell_error
-- 'FiniteCellKineticError.finite_cell_error' depends on axioms: [propext, Classical.choice, Quot.sound]
```
